# The d³ configuration has two ²D terms, so L and S do not always identify a term

Three electrons in a d shell give two different terms that are both called ²D, so the pair \((L,S)\) is not a unique label. I can find this by sorting microstates in a table, but I would like a rigorous argument that no other list of terms fits the same table, with the counting checked by machine. Can this be done in Lean?

## Counting ²D from four table entries

Yes: every list of LS terms that reproduces the d³ microstate table contains ²D exactly twice. Let \(c(M,T)\) be the number of ways to occupy three of the ten d spin orbitals with \(M_L=M\) and \(2M_S=T\). The number of ²D terms follows from four such counts by addition and subtraction.

A term with labels \(L'\) and \(K'=2S'\) contributes one state for each \(|M|\le L'\) and each \(|T|\le K'\) with the parity of \(K'\). Take \(L,K\ge 0\). Going from \(M=L\) to \(M=L+1\) loses a state only if \(L'=L\); going from \(T=K\) to \(T=K+2\) loses one only if \(K'=K\). The term's table is a product of these two factors, so its corner difference is \(\delta_{LL'}\delta_{KK'}\). Summing over all terms gives the number \(n(L,K)\) of terms with orbital label \(L\) and \(2S=K\):

\[
n(L,K)=c(L,K)-c(L+1,K)-c(L,K+2)+c(L+1,K+2).
\]

The numbers \(n(L,K)\) fix the whole list.

For \(T=1\), two electrons are up and one is down. The up pairs with \(m\)-sums \(3,2,1,0,-1,-2,-3\) number \(1,1,2,2,2,1,1\), and the down electron supplies any \(m\) from \(-2\) to \(2\). For \(T=3\), three distinct \(m\) values must add up to \(M\). Hence:

| \(M\) | 0 | 1 | 2 | 3 | 4 | 5 | 6 |
|---|---|---|---|---|---|---|---|
| \(c(M,1)\) | 8 | 8 | 6 | 4 | 2 | 1 | 0 |
| \(c(M,3)\) | 2 | 2 | 1 | 1 | 0 | 0 | 0 |

Reversing the sign of \(M\) or \(T\) changes nothing. For ²D,

\[
n(2,1)=6-4-1+1=2.
\]

The same formula applied to the other entries gives ⁴F, ⁴P, ²H, ²G, ²F, ²D, ²D, ²P, whose states reproduce the table. Treated likewise, d² gives ³F, ³P, ¹G, ¹D, ¹S and p³ gives ⁴S, ²D, ²P, with no repeated label.

## Microstates and terms in Lean

A `SpinOrbital l` is an orbital index \(i=0,\dots,2l\), with \(m=i-l\), and a Boolean for the spin, `true` meaning up. A microstate is a finite set of spin orbitals, which builds in the Pauli principle. `microstates l N M T` is \(c(M,T)\) for \(N\) electrons.

A term is entered by its label, the pair \((L,2S)\), so each ²D term is entered as `(2, 1)`. Lists of terms are multisets, which ignore order but keep repetitions. `Accounts l N ts` says that the states of `ts` add up to the microstate count for all integers \(M\) and \(T\).

`d3_doublet_D_twice` states that the corner difference is 2 and that every multiset accounting for d³ contains `(2, 1)` twice. `d3_terms` adds that exactly one multiset accounts for d³, the list above.

The model has no wavefunctions, angular-momentum operators or Hamiltonian. The \((2L+1)(2S+1)\) states of a term, which represent a full multiplet under orbital and spin rotations, are put in by definition.

```lean
import Mathlib

open Finset

namespace RepeatedTermLabels

/-- A spin orbital of the shell with orbital quantum number `l`: one of `2l+1` orbitals
together with a spin direction. -/
abbrev SpinOrbital (l : ℕ) := Fin (2 * l + 1) × Bool

/-- The total `M_L` of a set of occupied spin orbitals; the orbital with index `i` has
`m = i - l`. -/
def totalML {l : ℕ} (s : Finset (SpinOrbital l)) : ℤ :=
  ∑ a ∈ s, (((a.1 : ℕ) : ℤ) - (l : ℤ))

/-- Twice the total `M_S` of a set of occupied spin orbitals. -/
def twiceMS {l : ℕ} (s : Finset (SpinOrbital l)) : ℤ :=
  ∑ a ∈ s, (if a.2 then 1 else -1)

/-- The number `c(M,T)` of ways to place `N` electrons in the shell `l` with
`M_L = M` and `2 M_S = T`. -/
def microstates (l N : ℕ) (M T : ℤ) : ℕ :=
  (((univ : Finset (SpinOrbital l)).powersetCard N).filter
    fun s => totalML s = M ∧ twiceMS s = T).card

/-- The number of states with `M_L = M` and `2 M_S = T` in one term `t = (L, 2S)`: one if
`|M| ≤ L`, `|T| ≤ 2S` and `T` has the parity of `2S`, and none otherwise. -/
def termStates (t : ℕ × ℕ) (M T : ℤ) : ℕ :=
  if -(t.1 : ℤ) ≤ M ∧ M ≤ t.1 ∧ -(t.2 : ℤ) ≤ T ∧ T ≤ t.2 ∧ (T - t.2) % 2 = 0
  then 1 else 0

/-- A collection of terms `(L, 2S)` accounts for `N` electrons in the shell `l` if its states
add up to the number of microstates for every `M_L` and `M_S`. -/
def Accounts (l N : ℕ) (ts : Multiset (ℕ × ℕ)) : Prop :=
  ∀ M T : ℤ, microstates l N M T = (ts.map fun t => termStates t M T).sum

/-- The corner difference of the states of a single term is one at the term's own label
and zero at every other label. -/
theorem termStates_corner (t : ℕ × ℕ) (L K : ℕ) :
    (termStates t L K : ℤ) - termStates t (L + 1) K - termStates t L (K + 2)
      + termStates t (L + 1) (K + 2) = if (L, K) = t then 1 else 0 := by
  obtain ⟨a, b⟩ := t
  simp only [termStates, Prod.mk.injEq]
  split_ifs <;> omega

/-- In any collection of terms that accounts for `N` electrons in the shell `l`, the number of terms
with label `(L, 2S) = (L, K)` is the corner difference of the microstate counts. -/
theorem term_count {l N : ℕ} {ts : Multiset (ℕ × ℕ)} (h : Accounts l N ts) (L K : ℕ) :
    (ts.count (L, K) : ℤ) = (microstates l N L K : ℤ) - microstates l N (L + 1) K
      - microstates l N L (K + 2) + microstates l N (L + 1) (K + 2) := by
  rw [h L K, h (L + 1) K, h L (K + 2), h (L + 1) (K + 2)]
  clear h
  -- add the terms one at a time
  induction ts using Multiset.induction_on with
  | empty => simp
  | cons t s ih =>
    have ht := termStates_corner t L K
    simp only [Multiset.map_cons, Multiset.sum_cons, Multiset.count_cons, Nat.cast_add,
      Nat.cast_ite, Nat.cast_one, Nat.cast_zero]
    linarith

/-- Two collections of terms that account for the same shell and electron number are equal. -/
theorem terms_unique {l N : ℕ} {s t : Multiset (ℕ × ℕ)}
    (hs : Accounts l N s) (ht : Accounts l N t) : s = t := by
  refine Multiset.ext.2 ?_
  rintro ⟨L, K⟩
  exact_mod_cast (term_count hs L K).trans (term_count ht L K).symm

/-- For `n` electrons in the shell `l`, `|M_L| ≤ n l`, `|2 M_S| ≤ n`, and `2 M_S` has the
parity of `n`. -/
theorem microstate_range {l : ℕ} (s : Finset (SpinOrbital l)) :
    -((s.card : ℤ) * l) ≤ totalML s ∧ totalML s ≤ (s.card : ℤ) * l ∧
      -(s.card : ℤ) ≤ twiceMS s ∧ twiceMS s ≤ s.card ∧ (twiceMS s - s.card) % 2 = 0 := by
  induction s using Finset.induction_on with
  | empty => simp [totalML, twiceMS]
  | insert a s ha ih =>
    obtain ⟨h1, h2, h3, h4, h5⟩ := ih
    have e1 : totalML (insert a s) = (((a.1 : ℕ) : ℤ) - l) + totalML s := sum_insert ha
    have e2 : twiceMS (insert a s) = (if a.2 then 1 else -1) + twiceMS s := sum_insert ha
    have hb := a.1.isLt
    have hb0 : (0 : ℤ) ≤ ((a.1 : ℕ) : ℤ) := by omega
    have hb1 : ((a.1 : ℕ) : ℤ) ≤ 2 * l := by omega
    rw [e1, e2, card_insert_of_notMem ha]
    simp only [Nat.cast_add, Nat.cast_one]
    refine ⟨by linarith, by linarith, ?_, ?_, ?_⟩ <;> split_ifs <;> omega

/-- If the terms obey the same bounds and parity as the microstates, it is enough to compare
the counts inside that range. -/
theorem accounts_of_range {l N : ℕ} {ts : Multiset (ℕ × ℕ)}
    (ht : ∀ t ∈ ts, t.1 ≤ N * l ∧ t.2 ≤ N ∧ (t.2 + N) % 2 = 0)
    (h : ∀ M T : ℤ, (-((N : ℤ) * l) ≤ M ∧ M ≤ (N : ℤ) * l ∧ -(N : ℤ) ≤ T ∧ T ≤ N ∧
      (T - N) % 2 = 0) → microstates l N M T = (ts.map fun t => termStates t M T).sum) :
    Accounts l N ts := by
  intro M T
  by_cases hM : -((N : ℤ) * l) ≤ M ∧ M ≤ (N : ℤ) * l ∧ -(N : ℤ) ≤ T ∧ T ≤ N ∧
      (T - N) % 2 = 0
  · exact h M T hM
  -- outside the range both counts vanish
  have h1 : microstates l N M T = 0 := by
    unfold microstates
    rw [Finset.card_eq_zero, Finset.filter_eq_empty_iff]
    rintro s hs ⟨rfl, rfl⟩
    have hb := microstate_range s
    rw [(mem_powersetCard.1 hs).2] at hb
    exact hM hb
  have h2 : (ts.map fun t => termStates t M T).sum = 0 := by
    apply Multiset.sum_eq_zero
    intro x hx
    obtain ⟨t, ht', rfl⟩ := Multiset.mem_map.1 hx
    have hb := (ht t ht').2
    have hc : (t.1 : ℤ) ≤ (N : ℤ) * l := by exact_mod_cast (ht t ht').1
    unfold termStates
    rw [if_neg]
    omega
  rw [h1, h2]

/-- The terms ⁴F, ⁴P, ²H, ²G, ²F, ²D, ²D, ²P, written as pairs `(L, 2S)`. -/
def d3Terms : Multiset (ℕ × ℕ) :=
  {(3, 3), (1, 3), (5, 1), (4, 1), (3, 1), (2, 1), (2, 1), (1, 1)}

/-- The terms ³F, ³P, ¹G, ¹D, ¹S, written as pairs `(L, 2S)`. -/
def d2Terms : Multiset (ℕ × ℕ) := {(3, 2), (1, 2), (4, 0), (2, 0), (0, 0)}

/-- The terms ⁴S, ²D, ²P, written as pairs `(L, 2S)`. -/
def p3Terms : Multiset (ℕ × ℕ) := {(0, 3), (2, 1), (1, 1)}

/-- A collection of terms accounts for the configuration d³ exactly when it is
⁴F, ⁴P, ²H, ²G, ²F, ²D, ²D, ²P. -/
theorem d3_terms (ts : Multiset (ℕ × ℕ)) : Accounts 2 3 ts ↔ ts = d3Terms := by
  have h : Accounts 2 3 d3Terms := by
    refine accounts_of_range (by simp [d3Terms]) fun M T hr => ?_
    obtain ⟨a1, a2, a3, a4⟩ : -6 ≤ M ∧ M ≤ 6 ∧ -3 ≤ T ∧ T ≤ 3 := by omega
    interval_cases M <;> interval_cases T <;> first | omega | decide +kernel
  exact ⟨fun h' => terms_unique h' h, fun e => e ▸ h⟩

/-- For d³ the corner difference of the microstate counts at `L = 2`, `2S = 1` is two, and
every collection of terms that accounts for d³ contains ²D exactly twice. -/
theorem d3_doublet_D_twice :
    (microstates 2 3 2 1 : ℤ) - microstates 2 3 3 1 - microstates 2 3 2 3
      + microstates 2 3 3 3 = 2 ∧
    ∀ ts : Multiset (ℕ × ℕ), Accounts 2 3 ts → ts.count (2, 1) = 2 := by
  have corner : (microstates 2 3 2 1 : ℤ) - microstates 2 3 3 1 - microstates 2 3 2 3
      + microstates 2 3 3 3 = 2 := by decide +kernel
  refine ⟨corner, fun ts h => ?_⟩
  have h' : (ts.count (2, 1) : ℤ) = 2 := (term_count h 2 1).trans corner
  exact_mod_cast h'

/-- For two d electrons the terms are ³F, ³P, ¹G, ¹D, ¹S, and no label is repeated. -/
theorem d2_labels_unique :
    d2Terms.Nodup ∧ ∀ ts : Multiset (ℕ × ℕ), Accounts 2 2 ts ↔ ts = d2Terms := by
  have h : Accounts 2 2 d2Terms := by
    refine accounts_of_range (by simp [d2Terms]) fun M T hr => ?_
    obtain ⟨a1, a2, a3, a4⟩ : -4 ≤ M ∧ M ≤ 4 ∧ -2 ≤ T ∧ T ≤ 2 := by omega
    interval_cases M <;> interval_cases T <;> first | omega | decide +kernel
  exact ⟨by decide +kernel, fun ts => ⟨fun h' => terms_unique h' h, fun e => e ▸ h⟩⟩

/-- For three p electrons the terms are ⁴S, ²D, ²P, and no label is repeated. -/
theorem p3_labels_unique :
    p3Terms.Nodup ∧ ∀ ts : Multiset (ℕ × ℕ), Accounts 1 3 ts ↔ ts = p3Terms := by
  have h : Accounts 1 3 p3Terms := by
    refine accounts_of_range (by simp [p3Terms]) fun M T hr => ?_
    obtain ⟨a1, a2, a3, a4⟩ : -3 ≤ M ∧ M ≤ 3 ∧ -3 ≤ T ∧ T ≤ 3 := by omega
    interval_cases M <;> interval_cases T <;> first | omega | decide +kernel
  exact ⟨by decide +kernel, fun ts => ⟨fun h' => terms_unique h' h, fun e => e ▸ h⟩⟩

end RepeatedTermLabels
```

```lean
#print axioms RepeatedTermLabels.d3_terms
#print axioms RepeatedTermLabels.d3_doublet_D_twice
#print axioms RepeatedTermLabels.d2_labels_unique
#print axioms RepeatedTermLabels.p3_labels_unique
```

```
'RepeatedTermLabels.d3_terms' depends on axioms: [propext, Classical.choice, Quot.sound]
'RepeatedTermLabels.d3_doublet_D_twice' depends on axioms: [propext, Classical.choice, Quot.sound]
'RepeatedTermLabels.d2_labels_unique' depends on axioms: [propext, Classical.choice, Quot.sound]
'RepeatedTermLabels.p3_labels_unique' depends on axioms: [propext, Classical.choice, Quot.sound]
```

## From one term to the whole shell

`termStates_corner` is the single-term calculation: `split_ifs` separates the cases and `omega` settles the integer inequalities. `term_count` sums it by induction over the multiset, and `terms_unique` concludes that equal tables force equal lists.

To check a proposed list for all \(M\) and \(T\), `microstate_range` bounds both totals and fixes the parity of \(T\), by adding electrons one at a time. `accounts_of_range` then leaves only a finite table, since both counts vanish elsewhere. In `d3_terms`, `interval_cases` runs through its entries; `omega` discards those of wrong parity and `decide +kernel` computes the rest. The d² and p³ theorems follow the same route.

`d3_doublet_D_twice` evaluates the four d³ counts directly and passes the result to `term_count`.

For electronic structure within a single d³ configuration in LS coupling, the repeated label means that a term called ²D needs a further label to say which of the two is meant.
